# Overlap and kinetic matrices have the same null space when the momentum operator annihilates no nonzero function in the basis span

Let $\chi_i$ be finitely many real basis functions, possibly linearly dependent. In atomic units, their overlap and kinetic-energy matrices are

$$S_{ij}=\langle\chi_i,\chi_j\rangle,\qquad T_{ij}=\tfrac12\langle D\chi_i,D\chi_j\rangle,$$

where $D$ is the gradient, which is the momentum operator up to a factor $-i$. With restricted kinetic balance, the small-component functions $\sigma\cdot p\,\chi_i/2c$ have the overlap matrix $T/2c^2$ for each spin, where $c$ is the speed of light, $\sigma$ the vector of Pauli matrices and $p$ the momentum operator. Linear dependence in the large component is removed by means of $S$. The question is whether this also leaves a nonsingular $T$. For a finite real basis it does, provided that $D$ annihilates no nonzero function in the span.

In the Lean code, `E` is a real inner-product space containing the basis functions, and `F` is the space of their images under $D$. The finite type `ι` labels basis functions, and `κ` labels the eigenvectors of $S$ that are kept.

```lean
import Mathlib

open Matrix

namespace KineticBalanceBasis

noncomputable section

variable {E F ι κ : Type*} [NormedAddCommGroup E] [InnerProductSpace ℝ E]
  [NormedAddCommGroup F] [InnerProductSpace ℝ F] [Fintype ι]
```

## Functions and matrices from the basis

A coefficient vector $c$ (from here on, no longer the speed of light) expands the function

$$u_c=\sum_i c_i\chi_i .$$

```lean
/-- The function `∑ i, c i • χ i` with expansion coefficients `c` in the basis `χ`. -/
def expand (χ : ι → E) (c : ι → ℝ) : E := ∑ i, c i • χ i
```

The overlap matrix collects the inner products $\langle\chi_i,\chi_j\rangle$. No normalisation of the $\chi_i$ is assumed.

```lean
/-- The overlap matrix `S i j = ⟨χ i, χ j⟩`. -/
def overlap (χ : ι → E) : Matrix ι ι ℝ := Matrix.of fun i j => inner ℝ (χ i) (χ j)
```

The kinetic matrix is half the overlap matrix of the functions $D\chi_i$. In Lean, `D` is any linear map from `E` to `F`.

```lean
/-- The kinetic-energy matrix `T i j = ⟨D χ i, D χ j⟩ / 2`, with `D` in the role of the
momentum operator. -/
def kinetic (D : E →ₗ[ℝ] F) (χ : ι → E) : Matrix ι ι ℝ :=
  (1 / 2 : ℝ) • overlap fun i => D (χ i)
```

Let $v_k$ be orthonormal eigenvectors of $S$ with eigenvalues $s_k>0$. Canonical orthogonalization uses the matrix

$$X_{ik}=\frac{(v_k)_i}{\sqrt{s_k}} .$$

It may be rectangular, since some eigenvectors may be left out. This $X$ is not the decoupling matrix that carries the same letter in exact two-component theory.

```lean
/-- The matrix of canonical orthogonalization: column `k` is the vector `v k` divided by the
square root of `s k`, for positive `s k`. -/
def canonicalX (v : κ → ι → ℝ) (s : κ → ℝ) : Matrix ι κ ℝ :=
  Matrix.of fun i k => v k i / √(s k)
```

## Null vectors of the overlap matrix

For coefficient vectors $a$ and $b$, bilinearity gives

$$a^TSb=\sum_{ij}a_i\langle\chi_i,\chi_j\rangle b_j=\langle u_a,u_b\rangle .$$

```lean
/-- The overlap matrix between two coefficient vectors gives the inner product of the two
expanded functions. -/
theorem dotProduct_overlap (χ : ι → E) (a b : ι → ℝ) :
    a ⬝ᵥ overlap χ *ᵥ b = inner ℝ (expand χ a) (expand χ b) := by
  simp only [expand, overlap, dotProduct, Matrix.mulVec, Matrix.of_apply, sum_inner, inner_sum,
    real_inner_smul_left, real_inner_smul_right, Finset.mul_sum]
  rw [Finset.sum_comm]
  refine Finset.sum_congr rfl fun i _ => Finset.sum_congr rfl fun j _ => ?_
  ring
```

The proof expands both sides into double sums, exchanges the order of summation and compares terms.

If $Sc=0$, then $\|u_c\|^2=c^TSc=0$, so $u_c=0$. Conversely, let $u_c=0$ and put $a=Sc$. Then

$$\|Sc\|^2=a^TSc=\langle u_a,u_c\rangle=0,$$

so $Sc=0$. The null vectors of $S$ are therefore exactly the coefficient vectors that expand the zero function.

```lean
/-- A coefficient vector is a null vector of the overlap matrix exactly when the function it
expands is zero. -/
theorem overlap_mulVec_eq_zero (χ : ι → E) (c : ι → ℝ) :
    overlap χ *ᵥ c = 0 ↔ expand χ c = 0 := by
  constructor
  · intro h
    have h1 := dotProduct_overlap χ c c
    rw [h, dotProduct_zero] at h1
    exact inner_self_eq_zero.mp h1.symm
  · intro h
    -- the vector `S c` has zero length
    have h1 := dotProduct_overlap χ (overlap χ *ᵥ c) c
    rw [h, inner_zero_right] at h1
    exact dotProduct_self_eq_zero.mp h1
```

## Null vectors of the kinetic matrix

Since $D$ is linear, $\sum_i c_iD\chi_i=Du_c$. The quadratic form of $T$, which is the kinetic energy when $u_c$ is normalised, is therefore

$$c^TTc=\tfrac12\|Du_c\|^2 .$$

```lean
/-- The quadratic form of the kinetic matrix at a coefficient vector `c` is `‖D u‖² / 2`, where `u`
is the function that `c` expands. -/
theorem dotProduct_kinetic (D : E →ₗ[ℝ] F) (χ : ι → E) (c : ι → ℝ) :
    c ⬝ᵥ kinetic D χ *ᵥ c = ‖D (expand χ c)‖ ^ 2 / 2 := by
  have hD : expand (fun i => D (χ i)) c = D (expand χ c) := by
    simp [expand, map_sum]
  rw [kinetic, Matrix.smul_mulVec, dotProduct_smul, dotProduct_overlap, hD,
    real_inner_self_eq_norm_sq, smul_eq_mul]
  ring
```

The result for $S$, applied to the functions $D\chi_i$, gives

$$Tc=0\iff Du_c=0 .$$

The factor $\tfrac12$ doesn't affect the null space.

```lean
/-- A coefficient vector is a null vector of the kinetic matrix exactly when `D` annihilates
the function it expands. -/
theorem kinetic_mulVec_eq_zero (D : E →ₗ[ℝ] F) (χ : ι → E) (c : ι → ℝ) :
    kinetic D χ *ᵥ c = 0 ↔ D (expand χ c) = 0 := by
  have hD : expand (fun i => D (χ i)) c = D (expand χ c) := by
    simp [expand, map_sum]
  have h2 : (1 / 2 : ℝ) ≠ 0 := by norm_num
  rw [kinetic, Matrix.smul_mulVec, smul_eq_zero_iff_right h2, overlap_mulVec_eq_zero, hD]
```

## When the two null spaces agree

If $Sc=0$, then $u_c=0$, hence $Du_c=0$ and $Tc=0$. So $\ker S\subseteq\ker T$ always holds. The reverse inclusion says that $Du_c=0$ forces $u_c=0$. As every function in the span is some $u_c$,

$$\ker S=\ker T\iff\bigl(u\in\operatorname{span}\{\chi_i\},\ Du=0\ \Rightarrow\ u=0\bigr).$$

An injective $D$ satisfies the right-hand side for every basis.

```lean
/-- The overlap and kinetic matrices have the same null space exactly when `D` annihilates no
nonzero function in the span of the basis. -/
theorem ker_overlap_eq_ker_kinetic_iff (D : E →ₗ[ℝ] F) (χ : ι → E) :
    LinearMap.ker (overlap χ).mulVecLin = LinearMap.ker (kinetic D χ).mulVecLin ↔
      ∀ u ∈ Submodule.span ℝ (Set.range χ), D u = 0 → u = 0 := by
  constructor
  · intro h u hu hDu
    obtain ⟨c, rfl⟩ := (Submodule.mem_span_range_iff_exists_fun ℝ).mp hu
    have hc : c ∈ LinearMap.ker (kinetic D χ).mulVecLin := by
      rw [LinearMap.mem_ker, Matrix.mulVecLin_apply]
      exact (kinetic_mulVec_eq_zero D χ c).mpr hDu
    rw [← h, LinearMap.mem_ker, Matrix.mulVecLin_apply] at hc
    exact (overlap_mulVec_eq_zero χ c).mp hc
  · intro h
    ext c
    rw [LinearMap.mem_ker, LinearMap.mem_ker, Matrix.mulVecLin_apply, Matrix.mulVecLin_apply,
      overlap_mulVec_eq_zero, kinetic_mulVec_eq_zero]
    exact ⟨fun hc => by rw [hc, map_zero],
      h _ ((Submodule.mem_span_range_iff_exists_fun ℝ).mpr ⟨c, rfl⟩)⟩
```

`LinearMap.ker (overlap χ).mulVecLin` is the null space of $S$ as a subspace of coefficient vectors. The forward direction writes $u$ as some $u_c$ and moves $c$ from one null space to the other; the backward direction compares the two null-vector criteria.

The condition on $D$ enters the theorems `det_kinetic_ne_zero_iff` and `canonicalX_kinetic_posDef` below as the hypothesis `hD`. The step from the model to real basis sets is to verify it for the gradient. On all of space, a function with zero gradient is constant, and the only square-integrable constant is zero. In a periodic box the constant function is normalisable, and a basis whose span contains it gives $T$ a null vector that $S$ lacks.

Under `hD`, $Tc=0$ means $u_c=0$. Hence $T$ has a nonzero null vector exactly when the basis is linearly dependent:

$$\det T\neq0\iff\text{the }\chi_i\text{ are linearly independent}.$$

```lean
/-- If `D` annihilates no nonzero function in the span of the basis, the kinetic matrix is
invertible exactly when the basis functions are linearly independent. -/
theorem det_kinetic_ne_zero_iff [DecidableEq ι] (D : E →ₗ[ℝ] F) (χ : ι → E)
    (hD : ∀ u ∈ Submodule.span ℝ (Set.range χ), D u = 0 → u = 0) :
    (kinetic D χ).det ≠ 0 ↔ LinearIndependent ℝ χ := by
  rw [Ne, ← Matrix.exists_mulVec_eq_zero_iff, Fintype.linearIndependent_iff]
  constructor
  · intro h c hc
    by_contra hne
    refine h ⟨c, fun h0 => hne fun i => congrFun h0 i, ?_⟩
    rw [kinetic_mulVec_eq_zero, expand, hc, map_zero]
  · rintro h ⟨c, hc, hT⟩
    have hu := hD _ ((Submodule.mem_span_range_iff_exists_fun ℝ).mpr ⟨c, rfl⟩)
      ((kinetic_mulVec_eq_zero D χ c).mp hT)
    exact hc (funext (h c hu))
```

## The overlap matrix after canonical orthogonalization

Let the $v_k$ be orthonormal, $v_k^Tv_l=\delta_{kl}$, with $Sv_k=s_kv_k$ and $s_k>0$. Then $(SX)_{il}=s_l(v_l)_i/\sqrt{s_l}$, and

$$(X^TSX)_{kl}=\frac{s_l}{\sqrt{s_k}\sqrt{s_l}}\,v_k^Tv_l=\delta_{kl}.$$

```lean
/-- Canonical orthogonalization: orthonormal eigenvectors of the overlap matrix with positive
eigenvalues `s k`, scaled by `1 / √(s k)`, turn the overlap matrix into the unit matrix. -/
theorem canonicalX_overlap [DecidableEq κ] (χ : ι → E) (v : κ → ι → ℝ) (s : κ → ℝ)
    (hs : ∀ k, 0 < s k) (hS : ∀ k, overlap χ *ᵥ v k = s k • v k)
    (hv : ∀ k l, v k ⬝ᵥ v l = if k = l then 1 else 0) :
    (canonicalX v s)ᵀ * overlap χ * canonicalX v s = 1 := by
  -- the eigenvalue equation for the scaled columns
  have hSX : ∀ i l, (overlap χ * canonicalX v s) i l = s l * v l i / √(s l) := by
    intro i l
    have h := congrFun (hS l) i
    simp only [Matrix.mulVec, dotProduct, Pi.smul_apply, smul_eq_mul] at h
    rw [← h, Matrix.mul_apply, Finset.sum_div]
    exact Finset.sum_congr rfl fun j _ => by simp only [canonicalX, Matrix.of_apply]; ring
  ext k l
  have hsum : ((canonicalX v s)ᵀ * overlap χ * canonicalX v s) k l
      = s l / (√(s k) * √(s l)) * (v k ⬝ᵥ v l) := by
    rw [Matrix.mul_assoc, Matrix.mul_apply, dotProduct, Finset.mul_sum]
    refine Finset.sum_congr rfl fun i _ => ?_
    rw [hSX, Matrix.transpose_apply, canonicalX, Matrix.of_apply]
    ring
  rw [hsum, hv, Matrix.one_apply]
  by_cases hkl : k = l
  · subst hkl
    rw [if_pos rfl, Real.mul_self_sqrt (hs k).le, div_self (hs k).ne', mul_one]
  · rw [if_neg hkl, mul_zero]
```

The hypotheses `hs`, `hS` and `hv` are positivity, the eigenvalue equation and orthonormality. The intermediate facts `hSX` and `hsum` are the two formulas above, before orthonormality is used; the cases $k=l$ and $k\neq l$ finish the proof.

## The kinetic matrix after canonical orthogonalization

The matrix $X^TTX$ is symmetric because $T$ is. For a vector $y\neq0$, set $u=u_{Xy}$. Then

$$y^TX^TTXy=(Xy)^TT(Xy)=\tfrac12\|Du\|^2\ge0 .$$

Suppose that this vanishes. Then $Du=0$, so $u=0$ by the condition on $D$, and therefore $SXy=0$. It follows that

$$y=X^TSXy=0,$$

a contradiction. So $X^TTX$ is positive definite, even if the original basis is linearly dependent.

```lean
/-- If `D` annihilates no nonzero function in the span of the basis, the kinetic matrix is
positive definite after canonical orthogonalization with orthonormal eigenvectors of the
overlap matrix that have positive eigenvalues. -/
theorem canonicalX_kinetic_posDef [Fintype κ] [DecidableEq κ] (D : E →ₗ[ℝ] F) (χ : ι → E)
    (hD : ∀ u ∈ Submodule.span ℝ (Set.range χ), D u = 0 → u = 0)
    (v : κ → ι → ℝ) (s : κ → ℝ)
    (hs : ∀ k, 0 < s k) (hS : ∀ k, overlap χ *ᵥ v k = s k • v k)
    (hv : ∀ k l, v k ⬝ᵥ v l = if k = l then 1 else 0) :
    ((canonicalX v s)ᵀ * kinetic D χ * canonicalX v s).PosDef := by
  have hX := canonicalX_overlap χ v s hs hS hv
  have hT : (kinetic D χ)ᵀ = kinetic D χ := by
    ext i j
    simp [kinetic, overlap, real_inner_comm]
  rw [Matrix.posDef_iff_dotProduct_mulVec]
  refine ⟨?_, ?_⟩
  · rw [Matrix.IsHermitian, Matrix.conjTranspose_eq_transpose_of_trivial, Matrix.transpose_mul,
      Matrix.transpose_mul, Matrix.transpose_transpose, hT, Matrix.mul_assoc]
  · intro y hy
    rw [star_trivial, ← Matrix.mulVec_mulVec, ← Matrix.mulVec_mulVec, Matrix.dotProduct_mulVec,
      Matrix.vecMul_transpose, dotProduct_kinetic]
    -- zero kinetic energy would make `y` a null vector of the unit matrix
    have hne : D (expand χ (canonicalX v s *ᵥ y)) ≠ 0 := by
      intro h0
      have hu := hD _ ((Submodule.mem_span_range_iff_exists_fun ℝ).mpr ⟨_, rfl⟩) h0
      have hSy := (overlap_mulVec_eq_zero χ _).mpr hu
      apply hy
      rw [← Matrix.one_mulVec y, ← hX, ← Matrix.mulVec_mulVec, ← Matrix.mulVec_mulVec, hSy,
        Matrix.mulVec_zero]
    have hpos := norm_pos_iff.mpr hne
    positivity
```

`PosDef` comprises both symmetry and strict positivity of the quadratic form. The fact `hne` contains the argument by contradiction.

For a kinetically balanced calculation in a finite real basis that meets the condition on $D$, this means that the small-component metric can be inverted after the orthogonalization. The theorem gives no positive lower bound on the eigenvalues of $X^TTX$, so it says nothing about how well conditioned this matrix is.

## A linearly dependent example

Take the numbers $3$ and $4$ as two basis vectors of the real line, and let $D$ be multiplication by $2$. Then

$$S=\begin{pmatrix}9&12\\12&16\end{pmatrix},\qquad S\begin{pmatrix}3/5\\4/5\end{pmatrix}=25\begin{pmatrix}3/5\\4/5\end{pmatrix}.$$

The eigenvector has unit length and $D$ is injective, so a linearly dependent basis meets all the conditions with one eigenvector kept. Here $T=2S$, and $X^TTX$ is the $1\times1$ matrix with entry $2$.

```lean
/-- The linearly dependent basis `3, 4` of the real line, with `D` the multiplication by 2:
`D` is injective, and `(3/5, 4/5)` is a unit eigenvector of the overlap matrix with
eigenvalue 25. -/
theorem canonicalX_witness :
    Function.Injective ((2 : ℝ) • (LinearMap.id : ℝ →ₗ[ℝ] ℝ)) ∧
      overlap (![3, 4] : Fin 2 → ℝ) *ᵥ ![3 / 5, 4 / 5] = (25 : ℝ) • ![3 / 5, 4 / 5] ∧
      (![3 / 5, 4 / 5] : Fin 2 → ℝ) ⬝ᵥ ![3 / 5, 4 / 5] = 1 := by
  refine ⟨?_, ?_, ?_⟩
  · intro x y h
    simp only [LinearMap.smul_apply, LinearMap.id_apply, smul_eq_mul] at h
    linarith
  · ext i
    fin_cases i <;> simp [overlap, Matrix.mulVec, dotProduct, Fin.sum_univ_succ] <;> norm_num
  · simp only [dotProduct, Fin.sum_univ_two, Matrix.cons_val_zero, Matrix.cons_val_one]
    norm_num

end

end KineticBalanceBasis
```

```lean
#print axioms KineticBalanceBasis.ker_overlap_eq_ker_kinetic_iff
#print axioms KineticBalanceBasis.det_kinetic_ne_zero_iff
#print axioms KineticBalanceBasis.canonicalX_kinetic_posDef
```

```
'KineticBalanceBasis.ker_overlap_eq_ker_kinetic_iff' depends on axioms: [propext, Classical.choice, Quot.sound]
'KineticBalanceBasis.det_kinetic_ne_zero_iff' depends on axioms: [propext, Classical.choice, Quot.sound]
'KineticBalanceBasis.canonicalX_kinetic_posDef' depends on axioms: [propext, Classical.choice, Quot.sound]
```
